# A local hypervirial identity for the one-dimensional Schrödinger equation on an interval

After integrating the one-dimensional stationary Schrödinger equation numerically across a finite window in which the potential is continuously differentiable, one can test the computed density by integrating it against a weight built from the potential, the energy and a test function that vanishes with its first two derivatives at the window's edges. For an exact solution this integral is zero whatever the wavefunction does at the edges, which is `local_hypervirial` below.

```lean
import Mathlib

open Set Real

namespace LocalHypervirial

noncomputable section

/-- `g` is continuously differentiable on `[a,b]` with derivative `g'`. -/
structure HasC1On (g g' : ℝ → ℝ) (a b : ℝ) : Prop where
  cont : ContinuousOn g (Icc a b)
  cont' : ContinuousOn g' (Icc a b)
  deriv : ∀ x ∈ Ioo a b, HasDerivAt g (g' x) x

/-- `u`, with first and second derivatives `u₁`, `u₂`, solves `-u''/2 + V u = E u` on `(a,b)`,
and `u`, `u₁` are continuous on `[a,b]`. -/
structure IsSolution (V : ℝ → ℝ) (E a b : ℝ) (u u₁ u₂ : ℝ → ℝ) : Prop where
  c1 : HasC1On u u₁ a b
  deriv₂ : ∀ x ∈ Ioo a b, HasDerivAt u₁ (u₂ x) x
  eqn : ∀ x ∈ Ioo a b, -u₂ x / 2 + V x * u x = E * u x

/-- The hypervirial weight `f'''/4 + 2 f' (E - V) - f V'`. -/
def weight (V V₁ : ℝ → ℝ) (E : ℝ) (f f₁ f₃ : ℝ → ℝ) : ℝ → ℝ :=
  fun x => f₃ x / 4 + 2 * f₁ x * (E - V x) - f x * V₁ x

/-- The Wronskian `u w' - u' w`. -/
def wronskian (u u₁ w w₁ : ℝ → ℝ) : ℝ → ℝ :=
  fun x => u x * w₁ x - u₁ x * w x

/-- The hypervirial current
`(f u' w' - f' (u w' + u' w)/2 + f'' u w/2 + 2 f (E - V) u w)/2`. -/
def current (V : ℝ → ℝ) (E : ℝ) (f f₁ f₂ u u₁ w w₁ : ℝ → ℝ) : ℝ → ℝ :=
  fun x => (f x * (u₁ x * w₁ x) - f₁ x * (u x * w₁ x + u₁ x * w x) / 2
    + f₂ x * (u x * w x) / 2 + 2 * (f x * ((E - V x) * (u x * w x)))) / 2

variable {a b E E₁ E₂ : ℝ} {V V₁ u u₁ u₂ w w₁ w₂ F f f₁ f₂ f₃ : ℝ → ℝ}

/-- For solutions with energies `E₁`, `E₂` the Wronskian has derivative `2 (E₁ - E₂) u w`. -/
theorem hasDerivAt_wronskian (hu : IsSolution V E₁ a b u u₁ u₂)
    (hw : IsSolution V E₂ a b w w₁ w₂) {x : ℝ} (hx : x ∈ Ioo a b) :
    HasDerivAt (wronskian u u₁ w w₁) (2 * (E₁ - E₂) * (u x * w x)) x := by
  have e1 : u₂ x = 2 * (V x - E₁) * u x := by linear_combination (-2) * hu.eqn x hx
  have e2 : w₂ x = 2 * (V x - E₂) * w x := by linear_combination (-2) * hw.eqn x hx
  have h := ((hu.c1.deriv x hx).fun_mul (hw.deriv₂ x hx)).fun_sub
    ((hu.deriv₂ x hx).fun_mul (hw.c1.deriv x hx))
  refine HasDerivAt.congr_deriv h ?_
  simp only [e1, e2]
  ring

/-- For solutions with energies `E₁`, `E₂`, the current at the mean energy has derivative
weight times `u w` plus `(E₂ - E₁)/2` times `f` times the Wronskian. -/
theorem hasDerivAt_current (hV : HasC1On V V₁ a b) (hu : IsSolution V E₁ a b u u₁ u₂)
    (hw : IsSolution V E₂ a b w w₁ w₂) (hf : HasC1On f f₁ a b) (hf₁ : HasC1On f₁ f₂ a b)
    (hf₂ : HasC1On f₂ f₃ a b) {x : ℝ} (hx : x ∈ Ioo a b) :
    HasDerivAt (current V ((E₁ + E₂) / 2) f f₁ f₂ u u₁ w w₁)
      (weight V V₁ ((E₁ + E₂) / 2) f f₁ f₃ x * (u x * w x)
        + (E₂ - E₁) / 2 * (f x * wronskian u u₁ w w₁ x)) x := by
  -- the Schrödinger equation eliminates the second derivatives
  have e1 : u₂ x = 2 * (V x - E₁) * u x := by linear_combination (-2) * hu.eqn x hx
  have e2 : w₂ x = 2 * (V x - E₂) * w x := by linear_combination (-2) * hw.eqn x hx
  have du := hu.c1.deriv x hx
  have du₁ := hu.deriv₂ x hx
  have dw := hw.c1.deriv x hx
  have dw₁ := hw.deriv₂ x hx
  have df := hf.deriv x hx
  -- product rule, term by term
  have h := ((((df.fun_mul (du₁.fun_mul dw₁)).fun_sub
    (((hf₁.deriv x hx).fun_mul ((du.fun_mul dw₁).fun_add (du₁.fun_mul dw))).div_const 2)).fun_add
    (((hf₂.deriv x hx).fun_mul (du.fun_mul dw)).div_const 2)).fun_add
    ((df.fun_mul (((hV.deriv x hx).const_sub ((E₁ + E₂) / 2)).fun_mul
      (du.fun_mul dw))).const_mul 2)).div_const 2
  refine HasDerivAt.congr_deriv h ?_
  simp only [weight, wronskian, e1, e2]
  ring

/-- Hypervirial identity with boundary terms: the integral of the weight times `u²` over `[a,b]`
is the difference of the current between the two ends. -/
theorem hypervirial_boundary (hab : a ≤ b) (hV : HasC1On V V₁ a b)
    (hu : IsSolution V E a b u u₁ u₂) (hf : HasC1On f f₁ a b) (hf₁ : HasC1On f₁ f₂ a b)
    (hf₂ : HasC1On f₂ f₃ a b) :
    ∫ x in a..b, weight V V₁ E f f₁ f₃ x * u x ^ 2
      = current V E f f₁ f₂ u u₁ u u₁ b - current V E f f₁ f₂ u u₁ u u₁ a := by
  have := hV.cont; have := hV.cont'; have := hu.c1.cont; have := hu.c1.cont'
  have := hf.cont; have := hf₁.cont; have := hf₂.cont; have := hf₂.cont'
  refine intervalIntegral.integral_eq_sub_of_hasDerivAt_of_le
    (f := current V E f f₁ f₂ u u₁ u u₁) hab ?_ (fun x hx => ?_)
    (ContinuousOn.intervalIntegrable_of_Icc hab ?_)
  · unfold current
    fun_prop
  · have h := hasDerivAt_current hV hu hu hf hf₁ hf₂ hx
    have hE : (E + E) / 2 = E := by ring
    rw [hE] at h
    refine h.congr_deriv ?_
    ring
  · unfold weight
    fun_prop

/-- Local hypervirial identity: if `f`, `f'`, `f''` vanish at both ends, then
`∫ (f'''/4 + 2 f' (E - V) - f V') u² = 0`. -/
theorem local_hypervirial (hab : a ≤ b) (hV : HasC1On V V₁ a b)
    (hu : IsSolution V E a b u u₁ u₂) (hf : HasC1On f f₁ a b) (hf₁ : HasC1On f₁ f₂ a b)
    (hf₂ : HasC1On f₂ f₃ a b) (ha : f a = 0 ∧ f₁ a = 0 ∧ f₂ a = 0)
    (hb : f b = 0 ∧ f₁ b = 0 ∧ f₂ b = 0) :
    ∫ x in a..b, (f₃ x / 4 + 2 * f₁ x * (E - V x) - f x * V₁ x) * u x ^ 2 = 0 := by
  refine (hypervirial_boundary hab hV hu hf hf₁ hf₂).trans ?_
  simp [current, ha.1, ha.2.1, ha.2.2, hb.1, hb.2.1, hb.2.2]

/-- Off-diagonal identity for solutions with energies `E₁`, `E₂` and a primitive `F` of `f`:
the integral of (weight at the mean energy plus `(E₁ - E₂)² F`) times `u w` is the difference
between the ends of the current plus `(E₁ - E₂)/2` times `F` times the Wronskian. -/
theorem hypervirial_offDiagonal (hab : a ≤ b) (hV : HasC1On V V₁ a b)
    (hu : IsSolution V E₁ a b u u₁ u₂) (hw : IsSolution V E₂ a b w w₁ w₂)
    (hF : HasC1On F f a b) (hf : HasC1On f f₁ a b) (hf₁ : HasC1On f₁ f₂ a b)
    (hf₂ : HasC1On f₂ f₃ a b) :
    ∫ x in a..b, (weight V V₁ ((E₁ + E₂) / 2) f f₁ f₃ x + (E₁ - E₂) ^ 2 * F x) * (u x * w x)
      = (current V ((E₁ + E₂) / 2) f f₁ f₂ u u₁ w w₁ b
          + (E₁ - E₂) / 2 * (F b * wronskian u u₁ w w₁ b))
        - (current V ((E₁ + E₂) / 2) f f₁ f₂ u u₁ w w₁ a
          + (E₁ - E₂) / 2 * (F a * wronskian u u₁ w w₁ a)) := by
  have := hV.cont; have := hV.cont'; have := hu.c1.cont; have := hu.c1.cont'
  have := hw.c1.cont; have := hw.c1.cont'; have := hF.cont
  have := hf.cont; have := hf₁.cont; have := hf₂.cont; have := hf₂.cont'
  refine intervalIntegral.integral_eq_sub_of_hasDerivAt_of_le
    (f := fun x => current V ((E₁ + E₂) / 2) f f₁ f₂ u u₁ w w₁ x
      + (E₁ - E₂) / 2 * (F x * wronskian u u₁ w w₁ x)) hab ?_ (fun x hx => ?_)
    (ContinuousOn.intervalIntegrable_of_Icc hab ?_)
  · unfold current wronskian
    fun_prop
  · -- the term `F W` cancels the Wronskian in the derivative of the current
    have h := (hasDerivAt_current hV hu hw hf hf₁ hf₂ hx).fun_add
      (((hF.deriv x hx).fun_mul (hasDerivAt_wronskian hu hw hx)).const_mul ((E₁ - E₂) / 2))
    refine HasDerivAt.congr_deriv h ?_
    ring
  · unfold weight
    fun_prop

/-- Hard walls: if `u` vanishes at both ends, the integral of the weight times `u²` equals
`(f(b) u'(b)² - f(a) u'(a)²)/2`. -/
theorem hypervirial_hardWall (hab : a ≤ b) (hV : HasC1On V V₁ a b)
    (hu : IsSolution V E a b u u₁ u₂) (hf : HasC1On f f₁ a b) (hf₁ : HasC1On f₁ f₂ a b)
    (hf₂ : HasC1On f₂ f₃ a b) (ha : u a = 0) (hb : u b = 0) :
    ∫ x in a..b, weight V V₁ E f f₁ f₃ x * u x ^ 2
      = (f b * u₁ b ^ 2 - f a * u₁ a ^ 2) / 2 := by
  rw [hypervirial_boundary hab hV hu hf hf₁ hf₂]
  simp only [current, ha, hb]
  ring

/-- Virial theorem between hard walls:
`∫ (2 (E - V) - x V') u² = (b u'(b)² - a u'(a)²)/2`. -/
theorem virial_hardWall (hab : a ≤ b) (hV : HasC1On V V₁ a b)
    (hu : IsSolution V E a b u u₁ u₂) (ha : u a = 0) (hb : u b = 0) :
    ∫ x in a..b, (2 * (E - V x) - x * V₁ x) * u x ^ 2
      = (b * u₁ b ^ 2 - a * u₁ a ^ 2) / 2 := by
  -- take `f = x`
  have h := hypervirial_hardWall (f := fun x => x) (f₁ := fun _ => 1) (f₂ := fun _ => 0)
    (f₃ := fun _ => 0) hab hV hu
    ⟨by fun_prop, by fun_prop, fun x _ => hasDerivAt_id' x⟩
    ⟨by fun_prop, by fun_prop, fun x _ => hasDerivAt_const x 1⟩
    ⟨by fun_prop, by fun_prop, fun x _ => hasDerivAt_const x 0⟩ ha hb
  refine Eq.trans ?_ h
  refine intervalIntegral.integral_congr fun x _ => ?_
  simp only [weight]
  ring

/-- Force balance between hard walls: `∫ (-V') u² = (u'(b)² - u'(a)²)/2`. -/
theorem force_hardWall (hab : a ≤ b) (hV : HasC1On V V₁ a b)
    (hu : IsSolution V E a b u u₁ u₂) (ha : u a = 0) (hb : u b = 0) :
    ∫ x in a..b, -V₁ x * u x ^ 2 = (u₁ b ^ 2 - u₁ a ^ 2) / 2 := by
  -- take `f = 1`
  have h := hypervirial_hardWall (f := fun _ => 1) (f₁ := fun _ => 0) (f₂ := fun _ => 0)
    (f₃ := fun _ => 0) hab hV hu
    ⟨by fun_prop, by fun_prop, fun x _ => hasDerivAt_const x 1⟩
    ⟨by fun_prop, by fun_prop, fun x _ => hasDerivAt_const x 0⟩
    ⟨by fun_prop, by fun_prop, fun x _ => hasDerivAt_const x 0⟩ ha hb
  refine Eq.trans ?_ (h.trans (by ring))
  refine intervalIntegral.integral_congr fun x _ => ?_
  simp only [weight]
  ring

/-- The Gaussian `exp(-x²/2)` solves the equation with `V = x²/2`, `E = 1/2` on any interval. -/
theorem oscillator_witness (a b : ℝ) :
    IsSolution (fun x => x ^ 2 / 2) (1 / 2) a b (fun x => exp (-x ^ 2 / 2))
      (fun x => -x * exp (-x ^ 2 / 2)) (fun x => (x ^ 2 - 1) * exp (-x ^ 2 / 2)) := by
  have h0 : ∀ x : ℝ, HasDerivAt (fun x : ℝ => exp (-x ^ 2 / 2)) (-x * exp (-x ^ 2 / 2)) x := by
    intro x
    have hp : HasDerivAt (fun x : ℝ => x ^ 2) (2 * x) x := by simpa using hasDerivAt_pow 2 x
    refine HasDerivAt.congr_deriv (hp.fun_neg.div_const 2).exp ?_
    ring
  refine ⟨⟨by fun_prop, by fun_prop, fun x _ => h0 x⟩, fun x _ => ?_, fun x _ => by ring⟩
  refine HasDerivAt.congr_deriv ((hasDerivAt_id' x).fun_neg.fun_mul (h0 x)) ?_
  ring

/-- `sin x` solves the equation on `[0,π]` with constant potential `c` and `E = c + 1/2`,
and vanishes at both ends. -/
theorem box_witness (c : ℝ) :
    IsSolution (fun _ => c) (c + 1 / 2) 0 π sin cos (fun x => -sin x) ∧ sin 0 = 0 ∧ sin π = 0 :=
  ⟨⟨⟨by fun_prop, by fun_prop, fun x _ => Real.hasDerivAt_sin x⟩,
    fun x _ => Real.hasDerivAt_cos x, fun x _ => by ring⟩, Real.sin_zero, Real.sin_pi⟩

end

end LocalHypervirial
```

```lean
#print axioms LocalHypervirial.local_hypervirial
#print axioms LocalHypervirial.hypervirial_offDiagonal
#print axioms LocalHypervirial.virial_hardWall
#print axioms LocalHypervirial.force_hardWall
```

```
'LocalHypervirial.local_hypervirial' depends on axioms: [propext, Classical.choice, Quot.sound]
'LocalHypervirial.hypervirial_offDiagonal' depends on axioms: [propext, Classical.choice, Quot.sound]
'LocalHypervirial.virial_hardWall' depends on axioms: [propext, Classical.choice, Quot.sound]
'LocalHypervirial.force_hardWall' depends on axioms: [propext, Classical.choice, Quot.sound]
```

## The equation, the weight and the identities

Units are $\hbar = m = 1$, so the kinetic operator is $-\tfrac12\,d^2/dx^2$. On an interval $[a,b]$ with $a \le b$, a real function $u$ solves
$$-\tfrac12 u'' + V u = E u$$
for a real potential $V$ and a real number $E$. For a test function $f$ define the weight
$$A = \tfrac14 f''' + 2f'(E-V) - fV'.$$

Derivatives enter as separate functions: `u₁`, `u₂` are $u'$, $u''$, `V₁` is $V'$, and `f₁`, `f₂`, `f₃` are $f'$, $f''$, $f'''$, whereas the subscripts on `E₁`, `E₂` label two energies. `HasC1On g g' a b` says that `g` and `g'` are continuous on $[a,b]$ and that `g'` is the derivative of `g` on $(a,b)$; for $a<b$ continuity then fixes the end values of `g'` as limits from inside. The chain `hf`, `hf₁`, `hf₂` makes $f$ three times continuously differentiable, and `hV` makes $V$ once so. `IsSolution V E a b u u₁ u₂` asks that $u$ be continuously differentiable on $[a,b]$, that `u₂` be the derivative of `u₁` inside, and that the equation hold inside. Continuity of `u₂` is not demanded, since the equation expresses it through $V$ and $u$.

For two solutions $u$, $w$ in the same potential, `wronskian` and `current` are
$$W = uw' - u'w,$$
$$J = \tfrac12\Big[f u'w' - \tfrac12 f'(uw'+u'w) + \tfrac12 f'' uw + 2f(E-V)uw\Big].$$
Write $[g]_a^b = g(b)-g(a)$. The integral theorems are these.

- `hypervirial_boundary`: with $w=u$, $\int_a^b A u^2\,dx = [J]_a^b$.
- `local_hypervirial`: if $f$, $f'$, $f''$ vanish at $a$ and at $b$, then $\int_a^b A u^2\,dx = 0$.
- `hypervirial_offDiagonal`: if $u$, $w$ have energies $E_1$, $E_2$, if $F'=f$, and if $A$, $J$ are taken at the mean energy $(E_1+E_2)/2$, then $\int_a^b \big(A + (E_1-E_2)^2F\big)uw\,dx = \big[J + \tfrac12(E_1-E_2)FW\big]_a^b$.
- `hypervirial_hardWall`: if $u(a)=u(b)=0$, then $\int_a^b A u^2\,dx = \tfrac12[f u'^2]_a^b$, with no end conditions on $f$.
- `virial_hardWall` and `force_hardWall`: the cases $f=x$ and $f=1$,
$$\int_a^b \big(2(E-V) - xV'\big)u^2\,dx = \tfrac12[x u'^2]_a^b, \qquad \int_a^b (-V')u^2\,dx = \tfrac12[u'^2]_a^b .$$

## Stationary states, walls and the reach of the model

The main theorem imposes no boundary condition and no normalisation on $u$, so $E$ need not be an eigenvalue of anything: pieces of real bound states, real scattering solutions and growing solutions all qualify. The end conditions on $f$ are a property of the probe, such as $f=(x-a)^3(b-x)^3$, and they decouple the window from its surroundings. The diagonal identities are quadratic in $u$, so dividing by $\int_a^b u^2\,dx$, when that is nonzero, turns the integrals into averages over the density inside the window. For $a=b$ the integral identities read $0=0$.

The condition $u(a)=u(b)=0$ stands for impenetrable walls. With normalised $u$, the quantity $u'^2/2$ at a wall is read as the force that the particle exerts on it, and `force_hardWall` then balances the mean force $-V'$ against the difference of the two wall forces. The virial theorem is usually quoted as $2\langle T\rangle = \langle xV'\rangle$ for bound states on the whole line, with $T$ the kinetic energy; `virial_hardWall` lives on a finite interval, carries a wall term, and contains $\int(E-V)u^2$, whose identification with $\int u'^2/2$ takes one more integration by parts that is not among the theorems. The choice $f=x$ corresponds to a dilation of the coordinate, but the proof rescales nothing and uses no operators or commutators.

The setting is one particle in one dimension with real wavefunctions and a local potential; steps, delta functions, a Coulomb singularity inside $[a,b]$ and infinite intervals are excluded. In electronic-structure work the identity applies to the non-relativistic radial equation for $u=rR$, where $R$ is the radial part of a single orbital in a local spherical potential, with the centrifugal term included in $V$, on a finite window with $a>0$ where that $V$ is continuously differentiable.

Two explicit solutions are supplied. `oscillator_witness` is $e^{-x^2/2}$ with $V=x^2/2$, $E=1/2$ on any interval, and `box_witness` is $\sin x$ on $[0,\pi]$ with constant potential $c$ and $E=c+\tfrac12$, vanishing at both ends. For the sine the virial formula reads $\int_0^\pi \sin^2x\,dx = \pi/2$; for the normalised state $\sqrt{2/\pi}\,\sin x$ both sides equal $1$, twice the kinetic energy $1/2$.

## The weighted density is a derivative

Let $u$, $w$ have energies $E_1$, $E_2$ and put $E=(E_1+E_2)/2$. The equation gives $u''=2(V-E_1)u$ and $w''=2(V-E_2)w$. Then
$$W' = uw''-u''w = 2(E_1-E_2)\,uw,$$
which is `hasDerivAt_wronskian`. There `e1` and `e2` are the two solved forms, obtained by `linear_combination` from `hu.eqn` and `hw.eqn` multiplied by $-2$; `fun_mul` and `fun_sub` apply the product and difference rules, and `ring` cancels the $u'w'$ and $V$ terms after substitution.

Now differentiate the four terms of $2J$, using $(uw)'=uw'+u'w$ and $(uw)''=2u'w'+uw''+u''w = 2u'w' - 4(E-V)uw$:
$$(fu'w')' = f'u'w' + 2f\big[(V-E_1)uw' + (V-E_2)u'w\big],$$
$$-\tfrac12\big(f'(uw)'\big)' = -\tfrac12 f''(uw)' - f'u'w' + 2f'(E-V)uw,$$
$$\tfrac12(f''uw)' = \tfrac12 f'''uw + \tfrac12 f''(uw)',$$
$$2\big(f(E-V)uw\big)' = 2f'(E-V)uw - 2fV'uw + 2f(E-V)(uw'+u'w).$$
In the sum, $f'u'w'$ cancels between the first two lines and $f''(uw)'$ between the second and third. The terms with $f$ and one derivative of a wavefunction combine to $2f[(E-E_1)uw' + (E-E_2)u'w]$, and since $E-E_1 = (E_2-E_1)/2 = -(E-E_2)$ this is $(E_2-E_1)fW$. What remains is $\big(\tfrac12 f''' + 4f'(E-V) - 2fV'\big)uw = 2Auw$. Hence
$$J' = A\,uw + \tfrac12(E_2-E_1)\,fW .$$
This is `hasDerivAt_current`. Its term `h` assembles the same four product rules in the order in which they occur in `current`, the outer `div_const 2` supplies the overall half, and `ring` performs the cancellations once `e1` and `e2` are inserted.

For $w=u$ and $E_1=E_2=E$ the last term is absent, $J'=Au^2$, and the fundamental theorem of calculus gives $\int_a^b Au^2\,dx=[J]_a^b$. In `hypervirial_boundary` that theorem is `intervalIntegral.integral_eq_sub_of_hasDerivAt_of_le`, and its three goals are continuity of $J$ on $[a,b]$, the derivative on $(a,b)$, with `hE` reducing the mean energy to $E$, and continuity of $Au^2$ on $[a,b]$. The last yields integrability, so the zero in the main theorem is not the default value that Lean assigns to the integral of a non-integrable function. Every term of $J$ contains $f$, $f'$ or $f''$ as a factor, so $J(a)=J(b)=0$ under `ha` and `hb`, and `simp` closes `local_hypervirial` with these six equations and the definition of `current`.

For different energies the Wronskian term is removed with the primitive $F$:
$$\tfrac12(E_1-E_2)(FW)' = \tfrac12(E_1-E_2)fW + (E_1-E_2)^2F\,uw .$$
Adding this to $J'$ cancels $fW$ and leaves the integrand of `hypervirial_offDiagonal`; the proof adds the two derivative statements by `fun_add` and integrates as before.

At a point where $u=0$, only the first term of the diagonal current survives and $J=\tfrac12 fu'^2$, which gives `hypervirial_hardWall`. For $f=x$ the weight is $2(E-V)-xV'$ and for $f=1$ it is $-V'$; `virial_hardWall` and `force_hardWall` supply the elementary derivatives of these functions and match the integrands pointwise with `intervalIntegral.integral_congr`.

## Test functions that miss an end condition

The two evaluations here are ordinary calculus added for illustration and were not run through Lean. Take $V=0$, $E=0$, $u=1$ on $[0,1]$ and $f=x^3(1-x)^2$. Five of the six end conditions hold, but $f''(1)=2$. The weight is $f'''/4$, and
$$\int_0^1 \tfrac14 f'''\,dx = \tfrac14\big(f''(1)-f''(0)\big) = \tfrac12 \neq 0,$$
in agreement with $J(1)=\tfrac14 f''(1)u(1)^2$.

For the oscillator Gaussian on $[0,b]$ with $b>0$ and $f=1$, both $f'$ and $f''$ vanish but $f$ does not. The weight is $-x$, and $\int_0^b(-x)e^{-x^2}dx = \tfrac12\big(e^{-b^2}-1\big)<0$, which is the change of $J=\tfrac12 e^{-x^2}$ between the ends.
